# For unit vectors a and b, the variances of a·σ and b·σ in any qubit state sum to at least 1 − |a·b|

## Is there a state-independent trade-off for two tilted spin axes?

Take \(\sigma_x\) and \(\sigma_z\) on one qubit. Each squares to the identity, so \(\mathrm{Var}(\sigma_x)=1-\langle\sigma_x\rangle^2\) and \(\mathrm{Var}(\sigma_z)=1-\langle\sigma_z\rangle^2\). The two means are perpendicular components of a Bloch vector of length at most 1, so their squares add up to at most 1, and the variances add up to at least 1 in every state.

For spin up along \(z\) that is more than I get from the product relation \(\mathrm{Var}(\sigma_x)\,\mathrm{Var}(\sigma_z)\ge\langle\sigma_y\rangle^2\), both sides of which vanish in that state. But my argument used perpendicular axes. If I tilt one axis towards the other, both means can be large at once, and their squares can add up to more than 1. Does a bound that holds for all states survive, and how fast does it shrink with the angle?

## The Bloch vector can lean towards both axes only so far

It survives for every pair of distinct, non-opposite axes. For real unit vectors \(a,b\) and every qubit density matrix,

\[
\mathrm{Var}(a\cdot\sigma)+\mathrm{Var}(b\cdot\sigma)\ \ge\ 1-|a\cdot b| ,
\]

and for each pair \(a,b\) some state gives equality.

**From the density matrix to the Bloch vector.** Number matrix entries from 0, and let the vector components 0, 1, 2 belong to \(x,y,z\). A density matrix \(\rho\) is Hermitian, so \(\rho_{00},\rho_{11}\) are real and \(\rho_{01}=\overline{\rho_{10}}\). Put

\[
r=(2\,\mathrm{Re}\,\rho_{10},\ 2\,\mathrm{Im}\,\rho_{10},\ \rho_{00}-\rho_{11}).
\]

With \(\rho_{00}+\rho_{11}=1\) this gives \(\rho=\tfrac12(1+r\cdot\sigma)\). Positivity makes the determinant nonnegative:

\[
0\le\rho_{00}\rho_{11}-|\rho_{10}|^2=\tfrac14(1-r\cdot r),
\]

hence \(r\cdot r\le1\).

**The variances.** The Pauli matrices anticommute pairwise and square to 1, so \((a\cdot\sigma)^2=(a\cdot a)\,1\). They are traceless and \(\mathrm{tr}(\sigma_i\sigma_j)=2\delta_{ij}\), so \(\langle a\cdot\sigma\rangle=a\cdot r\). Therefore

\[
\mathrm{Var}(a\cdot\sigma)=a\cdot a-(a\cdot r)^2 .
\]

Write \(p=a\cdot r\), \(q=b\cdot r\), \(c=a\cdot b\) and \(S=p^2+q^2\). For unit vectors the sum of variances is \(2-S\), and what is needed is \(S\le1+|c|\).

**The tilted axes.** Let \(v=pa+qb\). Then \(v\cdot r=p^2+q^2=S\), and Cauchy–Schwarz with \(r\cdot r\le1\) gives

\[
S^2\le (v\cdot v)(r\cdot r)\le v\cdot v=p^2+q^2+2pqc\le S(1+|c|).
\]

The last step uses \(2|pq|\le p^2+q^2\). If \(S=0\), the desired bound is immediate; otherwise divide by \(S\).

**Equality.** Choose \(s=\pm1\) with \(c=s|c|\), and let \(r=k(a+sb)\) with \(k=1/\sqrt{2+2|c|}\). Since \((a+sb)\cdot(a+sb)=2+2|c|\), this \(r\) has length 1. Moreover

\[
a\cdot r=k(1+|c|),\qquad b\cdot r=k(c+s)=ks(1+|c|),
\]

so \(S=2k^2(1+|c|)^2=1+|c|\). This optimal spin points midway between \(a\) and whichever of \(\pm b\) is nearer (either one if \(c=0\)); the opposite spin does equally well. It is a legitimate state: for unit \(r\), \(\rho=\tfrac12(1+r\cdot\sigma)\) satisfies \(\rho^\dagger=\rho=\rho^2\), hence \(\rho=\rho^\dagger\rho\) is positive, and its trace is 1.

**When the bound is positive.** The squared lengths of \(a-b\) and \(a+b\) are \(2-2c\) and \(2+2c\). Both are positive exactly when \(|c|<1\), that is, when \(a\ne b\) and \(a\ne-b\).

## A tilted pair in numbers

Let \(a=(0,0,1)\) and \(b=(0.96,0,0.28)\). Then \(a\cdot b=0.28\) and the bound is \(0.72\). The sum \(a+b=(0.96,0,1.28)\) has length 1.6, so an optimal Bloch vector is \(r=(0.6,0,0.8)\), with density matrix

\[
\rho=\begin{pmatrix}0.9&0.3\\0.3&0.1\end{pmatrix}.
\]

This is the pure state with amplitudes \(3/\sqrt{10}\) and \(1/\sqrt{10}\). Both means are 0.8 and both variances are 0.36, which add up to 0.72. Spin up along \(a\) does worse: its variances are 0 and \(1-0.28^2=0.9216\).

In a simulation of a spin-1/2 chain the same step starts from the \(2\times2\) reduced density matrix of one site. Its entries give \(r\), and two dot products then give both variances. If the two observables of that single qubit are sampled in separate runs of \(N\) independent ideal projective measurements each, the squared standard errors of the two sample means add up to at least \((1-|a\cdot b|)/N\), whatever the state.

## The definitions and theorems in Lean

```lean
import Mathlib

open Matrix
open scoped ComplexOrder

namespace QubitVarianceSum

noncomputable section

/-- The spin observable `a·σ = a₀ σ_x + a₁ σ_y + a₂ σ_z` along a real 3-vector `a`. -/
def spin (a : Fin 3 → ℝ) : Matrix (Fin 2) (Fin 2) ℂ :=
  !![(a 2 : ℂ), a 0 - a 1 * Complex.I; a 0 + a 1 * Complex.I, -(a 2 : ℂ)]

/-- The matrix `(1 + r·σ)/2` with Bloch vector `r`. -/
def blochState (r : Fin 3 → ℝ) : Matrix (Fin 2) (Fin 2) ℂ :=
  (1 / 2 : ℂ) • (1 + spin r)

/-- A qubit density matrix: positive semidefinite with unit trace. -/
def IsDensity (ρ : Matrix (Fin 2) (Fin 2) ℂ) : Prop :=
  ρ.PosSemidef ∧ ρ.trace = 1

/-- The expectation value of `A` in the state `ρ`, as the real part of `tr(ρA)`. -/
def expect (ρ A : Matrix (Fin 2) (Fin 2) ℂ) : ℝ := (ρ * A).trace.re

/-- The variance `⟨A²⟩ - ⟨A⟩²` of `A` in the state `ρ`. -/
def variance (ρ A : Matrix (Fin 2) (Fin 2) ℂ) : ℝ :=
  expect ρ (A * A) - expect ρ A ^ 2

/-- The square of a spin observable is a multiple of the identity: `(a·σ)² = (a·a) 1`. -/
theorem spin_sq (a : Fin 3 → ℝ) :
    spin a * spin a = ((a ⬝ᵥ a : ℝ) : ℂ) • (1 : Matrix (Fin 2) (Fin 2) ℂ) := by
  ext i j
  fin_cases i <;> fin_cases j <;> apply Complex.ext <;>
    simp [spin, Matrix.mul_apply, dotProduct, Fin.sum_univ_succ] <;> ring

/-- Every qubit density matrix has the form `(1 + r·σ)/2` with a real Bloch vector of
length at most one. -/
theorem exists_bloch {ρ : Matrix (Fin 2) (Fin 2) ℂ} (hρ : IsDensity ρ) :
    ∃ r : Fin 3 → ℝ, r ⬝ᵥ r ≤ 1 ∧ ρ = blochState r := by
  -- real and imaginary parts of hermiticity, unit trace and nonnegative determinant
  have h00 := congrArg Complex.im (hρ.1.isHermitian.apply 0 0)
  have h11 := congrArg Complex.im (hρ.1.isHermitian.apply 1 1)
  have hre := congrArg Complex.re (hρ.1.isHermitian.apply 0 1)
  have him := congrArg Complex.im (hρ.1.isHermitian.apply 0 1)
  simp only [Complex.star_def, Complex.conj_im, Complex.conj_re] at h00 h11 hre him
  have i00 : (ρ 0 0).im = 0 := by linarith
  have i11 : (ρ 1 1).im = 0 := by linarith
  have ht := congrArg Complex.re hρ.2
  rw [Matrix.trace_fin_two, Complex.add_re, Complex.one_re] at ht
  have hd := (Complex.le_def.1 hρ.1.det_nonneg).1
  rw [Matrix.det_fin_two] at hd
  simp only [Complex.zero_re, Complex.sub_re, Complex.mul_re, i00, i11, ← hre, ← him] at hd
  refine ⟨![2 * (ρ 1 0).re, 2 * (ρ 1 0).im, (ρ 0 0).re - (ρ 1 1).re], ?_, ?_⟩
  · have e : (ρ 1 1).re = 1 - (ρ 0 0).re := by linarith
    rw [e] at hd
    simp [dotProduct, Fin.sum_univ_succ, e]
    nlinarith
  · ext i j
    fin_cases i <;> fin_cases j <;> apply Complex.ext <;>
      simp [blochState, spin] <;> linarith

/-- In the state with Bloch vector `r`, the variance of `a·σ` is `a·a - (a·r)²`. -/
theorem variance_bloch (r a : Fin 3 → ℝ) :
    variance (blochState r) (spin a) = a ⬝ᵥ a - (a ⬝ᵥ r) ^ 2 := by
  have h1 : expect (blochState r) (spin a) = a ⬝ᵥ r := by
    simp [expect, blochState, spin, Matrix.trace_fin_two, Matrix.mul_apply, dotProduct,
      Matrix.one_apply, Fin.sum_univ_two, Fin.sum_univ_three]
    ring
  have h2 : (blochState r).trace = 1 := by
    simp [blochState, spin, Matrix.trace_fin_two]
  have h3 : expect (blochState r) (spin a * spin a) = a ⬝ᵥ a := by
    rw [expect, spin_sq, Matrix.mul_smul, Matrix.mul_one, Matrix.trace_smul, h2,
      smul_eq_mul, mul_one, Complex.ofReal_re]
  rw [variance, h1, h3]

/-- For unit vectors `a`, `b` and a Bloch vector `r` of length at most one,
`(a·r)² + (b·r)² ≤ 1 + |a·b|`. -/
theorem overlap_bound {a b r : Fin 3 → ℝ} (ha : a ⬝ᵥ a = 1) (hb : b ⬝ᵥ b = 1)
    (hr : r ⬝ᵥ r ≤ 1) : (a ⬝ᵥ r) ^ 2 + (b ⬝ᵥ r) ^ 2 ≤ 1 + |a ⬝ᵥ b| := by
  have cauchy : ∀ u v : Fin 3 → ℝ, (u ⬝ᵥ v) ^ 2 ≤ (u ⬝ᵥ u) * (v ⬝ᵥ v) := by
    intro u v
    simp only [dotProduct, Fin.sum_univ_three]
    nlinarith [sq_nonneg (u 0 * v 1 - u 1 * v 0), sq_nonneg (u 0 * v 2 - u 2 * v 0),
      sq_nonneg (u 1 * v 2 - u 2 * v 1)]
  generalize hp : a ⬝ᵥ r = p
  generalize hq : b ⬝ᵥ r = q
  generalize hc : a ⬝ᵥ b = c
  have hc' : b ⬝ᵥ a = c := by rw [dotProduct_comm, hc]
  -- Cauchy-Schwarz for the vector p a + q b against r
  have h := cauchy (p • a + q • b) r
  have hn : 0 ≤ (p • a + q • b) ⬝ᵥ (p • a + q • b) :=
    Finset.sum_nonneg fun i _ => mul_self_nonneg _
  have h' := h.trans (mul_le_of_le_one_right hn hr)
  simp only [add_dotProduct, dotProduct_add, smul_dotProduct, dotProduct_smul,
    smul_eq_mul, ha, hb, hc, hc', hp, hq] at h'
  have hm : 2 * p * q * c ≤ (p ^ 2 + q ^ 2) * |c| := by
    rcases abs_cases c with ⟨e, hs⟩ | ⟨e, hs⟩
    · rw [e]
      nlinarith [mul_nonneg hs (sq_nonneg (p - q))]
    · rw [e]
      nlinarith [mul_nonneg (neg_nonneg.2 hs.le) (sq_nonneg (p + q))]
  have hS : (p ^ 2 + q ^ 2) ^ 2 ≤ (p ^ 2 + q ^ 2) * (1 + |c|) := by nlinarith
  by_contra hlt
  have hlt' := not_le.1 hlt
  have hpos : 0 < p ^ 2 + q ^ 2 := by linarith [abs_nonneg c]
  nlinarith [mul_pos hpos (sub_pos.2 hlt')]

/-- For unit vectors `a`, `b` and every qubit density matrix,
`Var(a·σ) + Var(b·σ) ≥ 1 - |a·b|`. -/
theorem variance_sum_ge {ρ : Matrix (Fin 2) (Fin 2) ℂ} (hρ : IsDensity ρ)
    {a b : Fin 3 → ℝ} (ha : a ⬝ᵥ a = 1) (hb : b ⬝ᵥ b = 1) :
    1 - |a ⬝ᵥ b| ≤ variance ρ (spin a) + variance ρ (spin b) := by
  obtain ⟨r, hr, rfl⟩ := exists_bloch hρ
  rw [variance_bloch, variance_bloch, ha, hb]
  linarith [overlap_bound ha hb hr]

/-- A Bloch vector of unit length gives a density matrix. -/
theorem isDensity_of_unit {r : Fin 3 → ℝ} (hr : r ⬝ᵥ r = 1) : IsDensity (blochState r) := by
  have hH : (blochState r)ᴴ = blochState r := by
    ext i j
    fin_cases i <;> fin_cases j <;> apply Complex.ext <;> simp [blochState, spin] <;> ring
  have hs : spin r * spin r = 1 := by rw [spin_sq, hr, Complex.ofReal_one, one_smul]
  -- the state is a Hermitian projector, hence positive
  have hP : blochState r * blochState r = blochState r := by
    have e : (1 + spin r) * (1 + spin r) = 1 + spin r + spin r + spin r * spin r := by
      noncomm_ring
    rw [blochState, Matrix.smul_mul, Matrix.mul_smul, e, hs]
    module
  refine ⟨?_, ?_⟩
  · have h := Matrix.posSemidef_conjTranspose_mul_self (blochState r)
    rwa [hH, hP] at h
  · simp [blochState, spin, Matrix.trace_fin_two]

/-- For every pair of unit vectors `a`, `b` some density matrix attains
`Var(a·σ) + Var(b·σ) = 1 - |a·b|`. -/
theorem variance_sum_sharp {a b : Fin 3 → ℝ} (ha : a ⬝ᵥ a = 1) (hb : b ⬝ᵥ b = 1) :
    ∃ ρ, IsDensity ρ ∧ variance ρ (spin a) + variance ρ (spin b) = 1 - |a ⬝ᵥ b| := by
  generalize hc : a ⬝ᵥ b = c
  have hc' : b ⬝ᵥ a = c := by rw [dotProduct_comm, hc]
  obtain ⟨s, hs, hsc⟩ : ∃ s : ℝ, s ^ 2 = 1 ∧ c = s * |c| := by
    rcases abs_cases c with ⟨e, _⟩ | ⟨e, _⟩
    · exact ⟨1, by norm_num, by rw [e]; ring⟩
    · exact ⟨-1, by norm_num, by rw [e]; ring⟩
  obtain ⟨k, hk⟩ : ∃ k : ℝ, k ^ 2 * (2 + 2 * |c|) = 1 := by
    have hpos : 0 < 2 + 2 * |c| := by positivity
    refine ⟨(√(2 + 2 * |c|))⁻¹, ?_⟩
    rw [inv_pow, Real.sq_sqrt hpos.le, inv_mul_cancel₀ hpos.ne']
  generalize |c| = d at hsc hk ⊢
  -- the Bloch vector bisects a and ±b
  have hr : (k • (a + s • b)) ⬝ᵥ (k • (a + s • b)) = 1 := by
    simp only [add_dotProduct, dotProduct_add, smul_dotProduct, dotProduct_smul,
      smul_eq_mul, ha, hb, hc, hc']
    rw [hsc]
    linear_combination hk + k ^ 2 * (1 + 2 * d) * hs
  refine ⟨blochState (k • (a + s • b)), isDensity_of_unit hr, ?_⟩
  rw [variance_bloch, variance_bloch]
  simp only [dotProduct_add, dotProduct_smul, smul_eq_mul, ha, hb, hc, hc']
  have e1 : k * (1 + s * c) = k * (1 + d) := by
    rw [hsc]
    linear_combination k * d * hs
  have e2 : k * (c + s * 1) = k * s * (1 + d) := by
    rw [hsc]
    ring
  rw [e1, e2]
  linear_combination -(1 + d) * hk - k ^ 2 * (1 + d) ^ 2 * hs

/-- For unit vectors the bound `1 - |a·b|` is positive exactly when `a` is neither `b`
nor `-b`. -/
theorem bound_pos_iff {a b : Fin 3 → ℝ} (ha : a ⬝ᵥ a = 1) (hb : b ⬝ᵥ b = 1) :
    0 < 1 - |a ⬝ᵥ b| ↔ a ≠ b ∧ a ≠ -b := by
  constructor
  · intro h
    refine ⟨?_, ?_⟩
    · rintro rfl
      norm_num [ha] at h
    · rintro rfl
      norm_num [neg_dotProduct, hb] at h
  · rintro ⟨h1, h2⟩
    have pos : ∀ v : Fin 3 → ℝ, v ≠ 0 → 0 < v ⬝ᵥ v := fun v hv =>
      lt_of_le_of_ne (Finset.sum_nonneg fun i _ => mul_self_nonneg _)
        (Ne.symm (mt dotProduct_self_eq_zero.1 hv))
    have hm := pos (a - b) (sub_ne_zero.2 h1)
    have hp := pos (a + b) (fun h => h2 (eq_neg_of_add_eq_zero_left h))
    have hc := dotProduct_comm b a
    simp only [sub_dotProduct, dotProduct_sub, ha, hb] at hm
    simp only [add_dotProduct, dotProduct_add, ha, hb] at hp
    rw [sub_pos, abs_lt]
    constructor <;> linarith

end

end QubitVarianceSum
```

```lean
#print axioms QubitVarianceSum.variance_sum_ge
#print axioms QubitVarianceSum.variance_sum_sharp
#print axioms QubitVarianceSum.bound_pos_iff
```

```
'QubitVarianceSum.variance_sum_ge' depends on axioms: [propext, Classical.choice, Quot.sound]
'QubitVarianceSum.variance_sum_sharp' depends on axioms: [propext, Classical.choice, Quot.sound]
'QubitVarianceSum.bound_pos_iff' depends on axioms: [propext, Classical.choice, Quot.sound]
```

## What the statements say about a spin

A direction is a function `Fin 3 → ℝ`, and `a ⬝ᵥ b` is the ordinary dot product. Unit length is the hypothesis `a ⬝ᵥ a = 1`. The matrix `spin a` is \(a\cdot\sigma\) in the basis where \(\sigma_z\) is diagonal. Despite its name it carries no factor \(\hbar/2\): for a unit vector its eigenvalues are \(\pm1\). For the angular momentum \((\hbar/2)\,a\cdot\sigma\), both sides of the inequality are multiplied by \(\hbar^2/4\).

`IsDensity ρ` says that the complex \(2\times2\) matrix is positive semidefinite, which in Mathlib includes Hermiticity, and has trace one. Mixed states are therefore included. `blochState r` is the matrix \(\tfrac12(1+r\cdot\sigma)\) for any real \(r\), with no restriction on length built in. `expect ρ A` is the real part of \(\mathrm{tr}(\rho A)\); for a density matrix and a Hermitian observable that trace is already real. `variance` is \(\langle A^2\rangle-\langle A\rangle^2\).

The main theorem, `variance_sum_ge`, takes any density matrix and any two unit vectors and gives the inequality. The Bloch form is not among its hypotheses; it is derived in `exists_bloch`. `variance_sum_sharp` says that for each pair of unit vectors there is a density matrix with equality. `bound_pos_iff` says that the right side is positive exactly when `a ≠ b` and `a ≠ -b`.

The theorems concern one two-level system and make no claim about larger spins. The step to the laboratory is the assumption that the apparatus measures \(a\cdot\sigma\) and \(b\cdot\sigma\) ideally, on separate copies prepared in the same \(\rho\). The inequality is about the spread of outcomes in that preparation, and says nothing about how one measurement disturbs the other.

## From matrix entries to the inequality

`spin_sq` proves \((a\cdot\sigma)^2=(a\cdot a)1\) entry by entry, comparing real and imaginary parts. `exists_bloch` extracts the facts used in the derivation: real diagonal entries, conjugate off-diagonal entries, unit trace and, through `det_nonneg`, a nonnegative determinant. It then supplies the vector \(r\) written above. `nlinarith` turns the determinant inequality into \(r\cdot r\le1\), and a comparison of entries confirms the form of \(\rho\).

`variance_bloch` computes the mean as `h1` and the second moment as `h3`. The latter combines `spin_sq` with the unit trace `h2`.

`overlap_bound` contains the geometric argument. Its local statement `cauchy` is Cauchy–Schwarz in three dimensions, obtained from the squares of the three components of the cross product. The `generalize` lines introduce \(p,q,c\). Applying `cauchy` to `p • a + q • b` and `r`, and then using \(r\cdot r\le1\), gives \(S^2\le v\cdot v\), which is expanded in `h'`. The inequality `hm` is \(2pqc\le S|c|\): for \(c\ge0\) it follows from \(c(p-q)^2\ge0\), and for \(c<0\) from \(-c(p+q)^2\ge0\). Together they give `hS`, which is \(S^2\le S(1+|c|)\). Instead of dividing, Lean supposes \(S>1+|c|\). Then \(S>0\), so \(S(S-1-|c|)>0\), which contradicts `hS`.

`variance_sum_ge` replaces \(\rho\) by its Bloch form, rewrites both variances and finishes with `overlap_bound`.

For equality, `isDensity_of_unit` shows that a unit Bloch vector gives a Hermitian matrix (`hH`) equal to its own square (`hP`). Mathlib's theorem that \(M^\dagger M\) is positive semidefinite then applies. `variance_sum_sharp` obtains the sign `s` and the normalisation `k`, and abbreviates \(|c|\) as `d`. The calls to `linear_combination` verify the unit length, the first overlap (`e1`) and the final sum from \(s^2=1\) and \(k^2(2+2d)=1\); the second overlap (`e2`) follows by substituting \(c=sd\) and using `ring`.

In `bound_pos_iff`, the forward direction substitutes \(a=b\) or \(a=-b\) and finds a bound of zero, contradicting positivity. The reverse direction expands the positive squared lengths of `a - b` and `a + b`, which give \(-1<c<1\).
